# The least mismatch over orthogonal maps and relabellings is attained and defines a distance between shapes about a fixed origin

For configurations $x,y$ of $N$ points in $\mathbb R^d$, let

$$D(x,y)=\inf_{Q,s}\Big(\sum_i\|x_i-Q\,y_{s(i)}\|^2\Big)^{1/2},$$

where $Q$ runs over the orthogonal maps and $s$ over the permutations of the labels. The infimum is attained, $D$ is symmetric and obeys the triangle inequality, and $D(x,y)=0$ exactly when some $Q$ and $s$ give $x_i=Q\,y_{s(i)}$ for all $i$.

For an atomic environment with a fixed number of neighbours of one species, positions being measured from the central atom, let a real-valued descriptor be unchanged by all these $Q$ and $s$, reflections included, and let its change be at most $L$ times the root-sum-square displacement of the neighbours. Then its values at $x$ and $y$ differ by at most $L\,D(x,y)$.

## Configurations and alignments

```lean
import Mathlib

open Finset

namespace OrthogonalPermutationDistance

noncomputable section
```

Positions are vectors in $\mathbb R^d$ with the Euclidean norm.

```lean
/-- The Euclidean space `R^d` in which the atoms sit. -/
abbrev Space (d : ℕ) := EuclideanSpace ℝ (Fin d)
```

A configuration assigns a position to each label in `Fin N`. Labels carry no chemical species, so any two points may be exchanged.

```lean
/-- A configuration of `N` labelled points in `R^d`. -/
abbrev Config (d N : ℕ) := Fin N → Space d
```

Orthogonal maps are linear isometric equivalences. They include reflections, so mirror images are identified. They fix the origin, and no translation is optimised: a molecule and its shifted copy generally have positive distance.

```lean
/-- The orthogonal maps of `R^d`: the length-preserving linear maps of `R^d` onto itself. -/
abbrev Orth (d : ℕ) := Space d ≃ₗᵢ[ℝ] Space d
```

Write $M_{Q,s}(x,y)$ for the mismatch of one alignment. It is a root of a sum, without the factor $1/\sqrt N$ of a root-mean-square deviation.

```lean
variable {d N : ℕ}

/-- Root-sum-square mismatch between `x` and the copy of `y` relabelled by `s` and
moved by the orthogonal map `Q`. -/
def mismatch (x y : Config d N) (Q : Orth d) (s : Equiv.Perm (Fin N)) : ℝ :=
  √(∑ i, ‖x i - Q (y (s i))‖ ^ 2)
```

The distance $D$ is the infimum of $M_{Q,s}$ over all pairs $(Q,s)$.

```lean
/-- The infimum of the mismatch over all orthogonal maps and all relabellings. -/
def shapeDist (x y : Config d N) : ℝ :=
  ⨅ p : Orth d × Equiv.Perm (Fin N), mismatch x y p.1 p.2
```

## Adding displacement fields

For displacement fields $a,b$ put $A^2=\sum_i\|a_i\|^2$ and $B^2=\sum_i\|b_i\|^2$, with $A,B\ge 0$. By Cauchy–Schwarz,

$$\sum_i\|a_i+b_i\|^2=A^2+2\sum_i a_i\cdot b_i+B^2\le(A+B)^2.$$

The code obtains this as the triangle inequality for the norm of `PiLp 2`, which treats the whole field as one vector.

```lean
/-- Minkowski's inequality for the root-sum-square size of displacement fields. -/
theorem minkowski (a b : Config d N) :
    √(∑ i, ‖a i + b i‖ ^ 2) ≤ √(∑ i, ‖a i‖ ^ 2) + √(∑ i, ‖b i‖ ^ 2) := by
  have h := norm_add_le (WithLp.toLp 2 a : PiLp 2 fun _ : Fin N => Space d)
    (WithLp.toLp 2 b)
  rw [PiLp.norm_eq_of_L2, PiLp.norm_eq_of_L2, PiLp.norm_eq_of_L2] at h
  exact h
```

## A best orthogonal map for each relabelling

Fix $s$ and let $K$ be the set of linear maps $f$ with $\|f(v)\|=\|v\|$ for every $v$. Each such condition is closed, so $K$ is closed. Every $f\in K$ has operator norm at most $1$, so $K$ is bounded. The space of linear maps is finite-dimensional, hence $K$ is compact, and it contains the identity. The mismatch depends continuously on $f$ and therefore has a minimiser in $K$. That minimiser is injective, since $f(v)=0$ forces $v=0$, and an injective linear map from $\mathbb R^d$ to itself is invertible. It is thus an orthogonal map.

```lean
/-- For a fixed relabelling some orthogonal map makes the mismatch as small as possible. -/
theorem exists_best_orthogonal (x y : Config d N) (s : Equiv.Perm (Fin N)) :
    ∃ Q : Orth d, ∀ R : Orth d, mismatch x y Q s ≤ mismatch x y R s := by
  let K : Set (Space d →L[ℝ] Space d) := {f | ∀ v, ‖f v‖ = ‖v‖}
  have hev : ∀ v : Space d, Continuous fun f : Space d →L[ℝ] Space d => f v :=
    fun v => (ContinuousLinearMap.apply ℝ (Space d) v).continuous
  -- the norm-preserving maps form a closed and bounded set, hence a compact one
  have hclosed : IsClosed K := by
    have hK : K = ⋂ v : Space d, {f | ‖f v‖ = ‖v‖} := by
      ext f
      simp [K]
    rw [hK]
    exact isClosed_iInter fun v => isClosed_eq (hev v).norm continuous_const
  have hbdd : Bornology.IsBounded K := by
    refine (Metric.isBounded_closedBall (x := 0) (r := 1)).subset fun f hf => ?_
    refine mem_closedBall_zero_iff.2 (f.opNorm_le_bound zero_le_one fun v => ?_)
    rw [one_mul]
    exact (hf v).le
  have : ProperSpace (Space d →L[ℝ] Space d) := FiniteDimensional.proper ℝ _
  have hcomp : IsCompact K := Metric.isCompact_of_isClosed_isBounded hclosed hbdd
  have hne : K.Nonempty := ⟨ContinuousLinearMap.id ℝ _, fun v => rfl⟩
  have hcont : Continuous fun f : Space d →L[ℝ] Space d =>
      √(∑ i, ‖x i - f (y (s i))‖ ^ 2) :=
    Real.continuous_sqrt.comp (continuous_finsetSum _ fun i _ =>
      (continuous_const.sub (hev (y (s i)))).norm.pow 2)
  obtain ⟨f, hf, hmin⟩ := hcomp.exists_isMinOn hne hcont.continuousOn
  -- in finite dimension a norm-preserving linear map is invertible
  obtain ⟨Q, hQ⟩ : ∃ Q : Orth d, ∀ v, Q v = f v :=
    ⟨(LinearIsometry.mk f.toLinearMap hf).toLinearIsometryEquiv rfl, fun v => rfl⟩
  refine ⟨Q, fun R => ?_⟩
  have hR : (R.toContinuousLinearEquiv : Space d →L[ℝ] Space d) ∈ K :=
    fun v => R.norm_map v
  have h := isMinOn_iff.1 hmin _ hR
  simp only [mismatch, hQ]
  exact h
```

## Reversing and composing alignments

Since $Q$ preserves lengths,

$$\|y_{s(i)}-Q^{-1}x_i\|=\|Q\,y_{s(i)}-x_i\|.$$

Squaring, summing over $i$ and renaming $j=s(i)$ on the left gives $M_{Q^{-1},s^{-1}}(y,x)=M_{Q,s}(x,y)$. `Equiv.sum_comp` does the renaming.

```lean
/-- Aligning `x` to `y` by the inverse operations gives the same mismatch as
aligning `y` to `x`. -/
theorem mismatch_reverse (x y : Config d N) (Q : Orth d) (s : Equiv.Perm (Fin N)) :
    mismatch y x Q.symm s.symm = mismatch x y Q s := by
  unfold mismatch
  congr 1
  rw [← Equiv.sum_comp s (fun i => ‖y i - Q.symm (x (s.symm i))‖ ^ 2)]
  refine Finset.sum_congr rfl fun i _ => ?_
  show ‖y (s i) - Q.symm (x (s.symm (s i)))‖ ^ 2 = ‖x i - Q (y (s i))‖ ^ 2
  rw [Equiv.symm_apply_apply, ← Q.norm_map (y (s i) - Q.symm (x i)), map_sub,
    Q.apply_symm_apply, norm_sub_rev]
```

Now align $z$ to $y$ by $(R,t)$ and $y$ to $x$ by $(Q,s)$. Then

$$x_i-QR\,z_{t(s(i))}=\big(x_i-Q\,y_{s(i)}\big)+Q\big(y_{s(i)}-R\,z_{t(s(i))}\big).$$

Minkowski's inequality bounds the size of the left side by the sum of two sizes. In the second, $Q$ drops out of the norm and $s$ only reorders the sum, leaving $M_{R,t}(y,z)$. In Lean, `R.trans Q` means $R$ first, then $Q$.

```lean
/-- The mismatch of a composed alignment is at most the sum of the two mismatches. -/
theorem mismatch_compose (x y z : Config d N) (Q R : Orth d)
    (s t : Equiv.Perm (Fin N)) :
    mismatch x z (R.trans Q) (s.trans t) ≤ mismatch x y Q s + mismatch y z R t := by
  have h := minkowski (fun i => x i - Q (y (s i)))
    (fun i => Q (y (s i) - R (z (t (s i)))))
  -- an orthogonal map and a relabelling do not change the size of a displacement field
  have e : ∑ i, ‖Q (y (s i) - R (z (t (s i))))‖ ^ 2 = ∑ i, ‖y i - R (z (t i))‖ ^ 2 := by
    simp only [Q.norm_map]
    exact Equiv.sum_comp s (fun i => ‖y i - R (z (t i))‖ ^ 2)
  calc mismatch x z (R.trans Q) (s.trans t)
      = √(∑ i, ‖(x i - Q (y (s i))) + Q (y (s i) - R (z (t (s i))))‖ ^ 2) := by
        unfold mismatch
        congr 1
        refine Finset.sum_congr rfl fun i _ => ?_
        rw [map_sub, sub_add_sub_cancel]
        rfl
    _ ≤ √(∑ i, ‖x i - Q (y (s i))‖ ^ 2)
        + √(∑ i, ‖Q (y (s i) - R (z (t (s i))))‖ ^ 2) := h
    _ = mismatch x y Q s + mismatch y z R t := by
        rw [e]
        rfl
```

A sum of squares vanishes only if every term does, so $M_{Q,s}(x,y)=0$ means $x_i=Q\,y_{s(i)}$ for every $i$.

```lean
/-- The mismatch is zero exactly when the alignment carries `y` onto `x` point by point. -/
theorem mismatch_eq_zero_iff (x y : Config d N) (Q : Orth d) (s : Equiv.Perm (Fin N)) :
    mismatch x y Q s = 0 ↔ ∀ i, x i = Q (y (s i)) := by
  have h0 : ∀ i ∈ (Finset.univ : Finset (Fin N)), 0 ≤ ‖x i - Q (y (s i))‖ ^ 2 :=
    fun i _ => sq_nonneg _
  unfold mismatch
  rw [Real.sqrt_eq_zero (Finset.sum_nonneg h0), Finset.sum_eq_zero_iff_of_nonneg h0]
  simp [sub_eq_zero]
```

## From single alignments to the distance

Mismatches are bounded below by $0$, so the infimum is at most each of them: $D(x,y)\le M_{Q,s}(x,y)$.

```lean
/-- The shape distance is at most the mismatch of any given alignment. -/
theorem shapeDist_le (x y : Config d N) (Q : Orth d) (s : Equiv.Perm (Fin N)) :
    shapeDist x y ≤ mismatch x y Q s := by
  refine ciInf_le (f := fun p : Orth d × Equiv.Perm (Fin N) => mismatch x y p.1 p.2)
    ⟨0, ?_⟩ (Q, s)
  rintro _ ⟨p, rfl⟩
  exact Real.sqrt_nonneg _
```

For each $s$ choose a best map $Q_s$, and among the finitely many permutations choose $s_*$ with the least $M_{Q_s,s}$. For any $(R,s)$,

$$M_{Q_{s_*},s_*}\le M_{Q_s,s}\le M_{R,s},$$

so the infimum is attained at $(Q_{s_*},s_*)$.

```lean
/-- The infimum is attained: some orthogonal map and relabelling realise the
shape distance. -/
theorem shapeDist_attained (x y : Config d N) :
    ∃ (Q : Orth d) (s : Equiv.Perm (Fin N)), shapeDist x y = mismatch x y Q s := by
  choose Q hQ using exists_best_orthogonal x y
  -- only finitely many relabellings remain to be compared
  obtain ⟨s, hs⟩ := Finite.exists_min fun s => mismatch x y (Q s) s
  exact ⟨Q s, s, le_antisymm (shapeDist_le x y _ _)
    (le_ciInf fun p => (hs p.2).trans (hQ p.2 p.1))⟩
```

The four properties follow. Reversing an optimal alignment gives $D(y,x)\le D(x,y)$, and exchanging the roles gives equality. Composing optimal alignments gives $D(x,z)\le D(x,y)+D(y,z)$. If $D(x,y)=0$, the optimal alignment has zero mismatch and matches the points exactly; conversely, an exact match gives $0\le D(x,y)\le 0$.

```lean
/-- The shape distance is attained, symmetric and obeys the triangle inequality, and it
vanishes exactly when an orthogonal map and a relabelling carry `y` onto `x`. -/
theorem shapeDist_main (x y z : Config d N) :
    (∃ (Q : Orth d) (s : Equiv.Perm (Fin N)), shapeDist x y = mismatch x y Q s) ∧
    shapeDist x y = shapeDist y x ∧
    shapeDist x z ≤ shapeDist x y + shapeDist y z ∧
    (shapeDist x y = 0 ↔
      ∃ (Q : Orth d) (s : Equiv.Perm (Fin N)), ∀ i, x i = Q (y (s i))) := by
  have hsymm : ∀ a b : Config d N, shapeDist b a ≤ shapeDist a b := by
    intro a b
    obtain ⟨Q, s, h⟩ := shapeDist_attained a b
    rw [h, ← mismatch_reverse]
    exact shapeDist_le b a _ _
  obtain ⟨Q, s, h⟩ := shapeDist_attained x y
  obtain ⟨R, t, h'⟩ := shapeDist_attained y z
  refine ⟨⟨Q, s, h⟩, le_antisymm (hsymm y x) (hsymm x y), ?_, ?_, ?_⟩
  · rw [h, h']
    exact (shapeDist_le x z _ _).trans (mismatch_compose x y z Q R s t)
  · intro h0
    exact ⟨Q, s, (mismatch_eq_zero_iff x y Q s).1 (h.symm.trans h0)⟩
  · rintro ⟨P, u, hP⟩
    refine le_antisymm ?_ (h ▸ Real.sqrt_nonneg _)
    exact (shapeDist_le x y P u).trans_eq ((mismatch_eq_zero_iff x y P u).2 hP)
```

## Invariance and stable descriptors

Let $x'_i=Q\,x_{s(i)}$. Then $D(x',x)=0$, by symmetry $D(x,x')=0$, and two triangle inequalities give

$$D(x',y)\le D(x,y)\le D(x',y).$$

```lean
/-- Applying an orthogonal map and a relabelling to one configuration leaves its shape
distance to every other configuration unchanged. -/
theorem shapeDist_invariant (x y : Config d N) (Q : Orth d) (s : Equiv.Perm (Fin N)) :
    shapeDist (fun i => Q (x (s i))) y = shapeDist x y := by
  have h0 : shapeDist (fun i => Q (x (s i))) x = 0 :=
    (shapeDist_main _ x x).2.2.2.2 ⟨Q, s, fun i => rfl⟩
  have h1 := (shapeDist_main (fun i => Q (x (s i))) x y).2.1
  have h2 := (shapeDist_main (fun i => Q (x (s i))) x y).2.2.1
  have h3 := (shapeDist_main x (fun i => Q (x (s i))) y).2.2.1
  linarith
```

Finally, let $f$ be a real-valued descriptor. Two properties are assumed: `hinv`, that $f$ is unchanged by orthogonal maps and relabellings, and `hL`, that its change is at most $L$ times the root-sum-square displacement. The second expresses a bounded response to moving atoms, and must be established for each descriptor. With $(Q,s)$ optimal and $y'_i=Q\,y_{s(i)}$,

$$|f(x)-f(y)|=|f(x)-f(y')|\le L\,M_{Q,s}(x,y)=L\,D(x,y).$$

```lean
/-- A descriptor that is invariant under orthogonal maps and relabellings, and Lipschitz
in the raw coordinates, is Lipschitz in the shape distance with the same constant. -/
theorem invariant_descriptor_stable (f : Config d N → ℝ) (L : ℝ)
    (hinv : ∀ (Q : Orth d) (s : Equiv.Perm (Fin N)) (x : Config d N),
      f (fun i => Q (x (s i))) = f x)
    (hL : ∀ x y : Config d N, |f x - f y| ≤ L * √(∑ i, ‖x i - y i‖ ^ 2))
    (x y : Config d N) : |f x - f y| ≤ L * shapeDist x y := by
  -- compare `x` with the optimally aligned copy of `y`
  obtain ⟨Q, s, h⟩ := shapeDist_attained x y
  rw [h, ← hinv Q s y]
  exact hL x (fun i => Q (y (s i)))

end

end OrthogonalPermutationDistance
```

```lean
#print axioms OrthogonalPermutationDistance.shapeDist_attained
-- 'OrthogonalPermutationDistance.shapeDist_attained' depends on axioms: [propext, Classical.choice, Quot.sound]
#print axioms OrthogonalPermutationDistance.shapeDist_invariant
-- 'OrthogonalPermutationDistance.shapeDist_invariant' depends on axioms: [propext, Classical.choice, Quot.sound]
#print axioms OrthogonalPermutationDistance.invariant_descriptor_stable
-- 'OrthogonalPermutationDistance.invariant_descriptor_stable' depends on axioms: [propext, Classical.choice, Quot.sound]
```
